# The physical root attracts one iteration of the one-point Dyson equation, the unphysical root the other

Let \(u>0\) and \(y_0>0\) be real, and let
\[ y_\pm=\frac{-1\pm\sqrt{1+4uy_0^2}}{2uy_0} \]
be the solutions of \(y(1+uy_0y)=y_0\). The iteration \(F(y)=y_0/(1+uy_0y)\) converges to \(y_+\) from every start \(y\ge 0\). The iteration \(G(y)=(y_0/y-1)/(uy_0)\) converges to \(y_-\) along every orbit that never vanishes and does not start at \(y_+\).

In the one-point model all space, spin and time arguments collapse, so the bare propagator \(y_0\), the dressed propagator \(y\) and the interaction \(u\) are numbers, with \(u>0\) standing for repulsion. The self-energy is postulated as \(\sigma=-uy\), linear in the dressed propagator like exchange or GW with a fixed screened interaction, and the Dyson equation \(y=y_0+y_0\sigma y\) becomes the quadratic above. \(F\) evaluates \(\sigma\) at the current \(y\) and solves the Dyson equation for the new one. \(G\) extracts \(\sigma=1/y_0-1/y\) and solves \(\sigma=-uy\). In this scalar model, apart from exceptional starts, the arrangement of the self-consistency loop decides which solution it reaches.

## Roots and the contracting ratio

Put \(a=uy_0\) and \(\Delta=\sqrt{1+4uy_0^2}>1\). Then \(y_++y_-=-2/(2a)\) and \(y_+y_-=(1-\Delta^2)/(4a^2)=-1/u\), so
\[ a(y_++y_-)=-1,\qquad a\,y_+y_-=-y_0,\qquad a(y-y_+)(y-y_-)=ay^2+y-y_0 . \]
From \(\Delta>1\) follows \(y_+>0\), and the negative sum gives \(y_-<-y_+<0\). Hence \(k=y_+/y_-\) has \(|k|<1\).

For either root \(r\), use \(F(y)(1+ay)=y_0\) and \(y_0=r+ar^2\):
\[ (F(y)-r)(1+ay)=y_0-r-ary=-ar\,(y-r). \]
For the second scheme, \(aG(y)y=y_0-y\) and \(ay_\pm=-1-ay_\mp\) give \(a(G(y)-y_\pm)y=y_0-y-ay_\pm y=y_0+ay_\mp y\). With \(y_0=-ay_+y_-\),
\[ (G(y)-y_\pm)\,y=y_\mp\,(y-y_\pm). \]
The prefactors \(ar\) and \(y_\mp\) are nonzero, so a point off a root is never mapped onto it. Define \(w_{r,s}(y)=(y-r)/(y-s)\). Dividing the two identities of each scheme cancels \(1+ay\) or \(y\):
\[ w_{y_+,y_-}(F(y))=k\,w_{y_+,y_-}(y),\qquad w_{y_-,y_+}(G(y))=k\,w_{y_-,y_+}(y). \]
Along an orbit \(y^{(0)},y^{(1)},\dots\) the ratio is \(k^n\) times its first value and tends to zero. Solving \(w(y-s)=y-r\) gives \(y=(r-ws)/(1-w)\), where \(w=1\) would force \(r=s\). So \(y^{(n)}\to r\), which is \(y_+\) for \(F\) and \(y_-\) for \(G\). For \(y\ge0\) one has \(1+ay>0\) and \(F(y)>0\), so neither the pole nor \(y_-\) is met. For \(y<0\) one has \(y_0/y-1<0\) and \(G(y)<0\), so neither zero nor \(y_+\) is met.

## The model in Lean

```lean
import Mathlib

open Filter Topology

namespace OnePointModelIteration

noncomputable section
```

The roots are defined by the closed formula, as functions of two real numbers.

```lean
/-- The root `y₊ = (-1 + √(1 + 4 u y₀²)) / (2 u y₀)` of the one-point model. -/
def yPlus (u y0 : ℝ) : ℝ := (-1 + Real.sqrt (1 + 4 * u * y0 ^ 2)) / (2 * u * y0)

/-- The root `y₋ = (-1 - √(1 + 4 u y₀²)) / (2 u y₀)` of the one-point model. -/
def yMinus (u y0 : ℝ) : ℝ := (-1 - Real.sqrt (1 + 4 * u * y0 ^ 2)) / (2 * u * y0)
```

The maps \(F\) and \(G\) are `schemeI u y0` and `schemeII u y0`, and \(w_{r,s}(y)\) is `distRatio r s y`.

```lean
/-- First iteration scheme, `y ↦ y₀ / (1 + u y₀ y)`. -/
def schemeI (u y0 y : ℝ) : ℝ := y0 / (1 + u * y0 * y)

/-- Second iteration scheme, `y ↦ (y₀ / y - 1) / (u y₀)`. -/
def schemeII (u y0 y : ℝ) : ℝ := (y0 / y - 1) / (u * y0)

/-- The ratio `(y - r) / (y - s)` of the signed distances of `y` to `r` and to `s`. -/
def distRatio (r s y : ℝ) : ℝ := (y - r) / (y - s)
```

Everything is real and scalar: there is no frequency dependence, no matrix structure and no mixing of old and new iterates. The self-energy \(-uy\) is built into the definitions, and the names physical and unphysical play no part in the formal statements; their meaning is explained in the last section. Positivity enters as the hypotheses `hu` and `hy`.

## Sum, product and signs of the roots

In `roots_vieta` the square root becomes a variable `s` with \(s^2=1+4uy_0^2\) and \(1/(2a)\) a variable `d` with \(2ad=1\); both relations then follow from these two equations by `linear_combination`.

```lean
variable {u y0 : ℝ}

/-- Sum and product of the roots: `u y₀ (y₊ + y₋) = -1` and `u y₊ y₋ = -1`. -/
theorem roots_vieta (hu : 0 < u) (hy : 0 < y0) :
    u * y0 * (yPlus u y0 + yMinus u y0) = -1 ∧ u * (yPlus u y0 * yMinus u y0) = -1 := by
  have hs : Real.sqrt (1 + 4 * u * y0 ^ 2) ^ 2 = 1 + 4 * u * y0 ^ 2 :=
    Real.sq_sqrt (by positivity)
  have hd : 2 * u * y0 * (2 * u * y0)⁻¹ = 1 := mul_inv_cancel₀ (by positivity)
  simp only [yPlus, yMinus, div_eq_mul_inv]
  generalize (2 * u * y0)⁻¹ = d at hd ⊢
  generalize Real.sqrt (1 + 4 * u * y0 ^ 2) = s at hs ⊢
  constructor
  · linear_combination (-1 : ℝ) * hd
  · linear_combination (-u * d ^ 2) * hs - (2 * u * y0 * d + 1) * hd
```

`roots_sign` follows the order used above: `h1` is \(\Delta>1\), `hp` is \(y_+>0\), and `hsum` is the negative sum.

```lean
/-- The roots satisfy `y₋ < 0 < y₊` and `|y₊ / y₋| < 1`. -/
theorem roots_sign (hu : 0 < u) (hy : 0 < y0) :
    yMinus u y0 < 0 ∧ 0 < yPlus u y0 ∧ |yPlus u y0 / yMinus u y0| < 1 := by
  have hs : Real.sqrt (1 + 4 * u * y0 ^ 2) ^ 2 = 1 + 4 * u * y0 ^ 2 :=
    Real.sq_sqrt (by positivity)
  have hs0 := Real.sqrt_nonneg (1 + 4 * u * y0 ^ 2)
  have hpos : 0 < u * y0 ^ 2 := by positivity
  have h1 : 1 < Real.sqrt (1 + 4 * u * y0 ^ 2) := by
    by_contra h
    have h' := not_lt.mp h
    nlinarith [mul_nonneg hs0 (sub_nonneg.2 h')]
  have hp : 0 < yPlus u y0 := by
    unfold yPlus
    exact div_pos (by linarith) (by positivity)
  have hsum : yPlus u y0 + yMinus u y0 < 0 := by
    by_contra h
    have h2 := mul_nonneg (mul_pos hu hy).le (not_lt.mp h)
    linarith [(roots_vieta hu hy).1]
  have hm : yMinus u y0 < 0 := by linarith
  refine ⟨hm, hp, ?_⟩
  rw [abs_div, abs_of_pos hp, abs_of_neg hm, div_lt_one (neg_pos.2 hm)]
  linarith
```

In `dyson_iff`, the step `key` is the factorisation of the quadratic, and \(a\ne0\) leaves one of the two factors to vanish.

```lean
/-- The Dyson equation `y (1 + u y₀ y) = y₀` holds exactly for `y = y₊` and `y = y₋`. -/
theorem dyson_iff (hu : 0 < u) (hy : 0 < y0) (y : ℝ) :
    y * (1 + u * y0 * y) = y0 ↔ y = yPlus u y0 ∨ y = yMinus u y0 := by
  obtain ⟨h1, h2⟩ := roots_vieta hu hy
  have key : y * (1 + u * y0 * y) = y0 ↔
      u * y0 * ((y - yPlus u y0) * (y - yMinus u y0)) = 0 := by
    constructor
    · intro h
      linear_combination h - y * h1 + y0 * h2
    · intro h
      linear_combination h + y * h1 - y0 * h2
  rw [key, mul_eq_zero, or_iff_right (mul_pos hu hy).ne', mul_eq_zero, sub_eq_zero, sub_eq_zero]
```

## From a geometric ratio to a limit

This lemma concerns any real sequence avoiding \(s\). Induction gives the power law `hw`, `h0` sends the ratio to zero, `hinv` is the inversion \(y=(r-ws)/(1-w)\) with `h3` excluding \(w=1\), and `hl` takes the limit of that quotient.

```lean
/-- If a sequence avoids `s ≠ r` and its ratio `(y - r)/(y - s)` is multiplied by `k`, `|k| < 1`,
at every step, then the ratio is `kⁿ` times its first value and the sequence tends to `r`. -/
theorem tendsto_of_distRatio {y : ℕ → ℝ} {r s k : ℝ} (hrs : r ≠ s) (hk : |k| < 1)
    (hs : ∀ n, y n ≠ s) (hstep : ∀ n, distRatio r s (y (n + 1)) = k * distRatio r s (y n)) :
    (∀ n, distRatio r s (y n) = k ^ n * distRatio r s (y 0)) ∧ Tendsto y atTop (𝓝 r) := by
  have hw : ∀ n, distRatio r s (y n) = k ^ n * distRatio r s (y 0) := by
    intro n
    induction n with
    | zero => simp
    | succ n ih => rw [hstep, ih]; ring
  have h0 : Tendsto (fun n => distRatio r s (y n)) atTop (𝓝 0) := by
    have h := (tendsto_pow_atTop_nhds_zero_of_abs_lt_one hk).mul_const (distRatio r s (y 0))
    rw [zero_mul] at h
    exact h.congr fun n => (hw n).symm
  -- invert the ratio: y = (r - w s) / (1 - w)
  have hinv : ∀ n, y n = (r - distRatio r s (y n) * s) / (1 - distRatio r s (y n)) := by
    intro n
    have h4 : distRatio r s (y n) * (y n - s) = y n - r := by
      unfold distRatio
      exact div_mul_cancel₀ _ (sub_ne_zero.2 (hs n))
    have h3 : 1 - distRatio r s (y n) ≠ 0 := by
      intro h
      apply hrs
      linear_combination h4 + (y n - s) * h
    rw [eq_div_iff h3]
    linear_combination (-1 : ℝ) * h4
  have hl : Tendsto (fun n => (r - distRatio r s (y n) * s) / (1 - distRatio r s (y n))) atTop
      (𝓝 ((r - 0 * s) / (1 - 0))) :=
    (tendsto_const_nhds.sub (h0.mul_const s)).div (tendsto_const_nhds.sub h0) (by norm_num)
  have e : (r - 0 * s) / (1 - 0) = r := by simp
  rw [e] at hl
  exact ⟨hw, hl.congr fun n => (hinv n).symm⟩
```

## One step of each scheme

Both lemmas first clear the denominator. In `schemeI_sub`, subtracting the Dyson equation of the root from `hF` gives each identity.

```lean
/-- Off the pole, one step `F` of the first scheme obeys
`(F y - r)(1 + u y₀ y) = -u y₀ r (y - r)` for `r = y₊` and for `r = y₋`. -/
theorem schemeI_sub (hu : 0 < u) (hy : 0 < y0) {y : ℝ} (hpole : 1 + u * y0 * y ≠ 0) :
    (schemeI u y0 y - yPlus u y0) * (1 + u * y0 * y)
        = -(u * y0 * yPlus u y0) * (y - yPlus u y0) ∧
      (schemeI u y0 y - yMinus u y0) * (1 + u * y0 * y)
        = -(u * y0 * yMinus u y0) * (y - yMinus u y0) := by
  have hF : schemeI u y0 y * (1 + u * y0 * y) = y0 := by
    unfold schemeI
    exact div_mul_cancel₀ _ hpole
  have hp := (dyson_iff hu hy _).2 (Or.inl rfl)
  have hm := (dyson_iff hu hy _).2 (Or.inr rfl)
  exact ⟨by linear_combination hF - hp, by linear_combination hF - hm⟩
```

In `schemeII_sub`, `hG` is \(aG(y)y=y_0-y\); the two Vieta relations are added and the factor \(a\) is cancelled.

```lean
/-- For `y ≠ 0`, one step `G` of the second scheme obeys `(G y - y₊) y = y₋ (y - y₊)` and
`(G y - y₋) y = y₊ (y - y₋)`. -/
theorem schemeII_sub (hu : 0 < u) (hy : 0 < y0) {y : ℝ} (hne : y ≠ 0) :
    (schemeII u y0 y - yPlus u y0) * y = yMinus u y0 * (y - yPlus u y0) ∧
      (schemeII u y0 y - yMinus u y0) * y = yPlus u y0 * (y - yMinus u y0) := by
  have ha := (mul_pos hu hy).ne'
  obtain ⟨h1, h2⟩ := roots_vieta hu hy
  have e1 : y0 / y * y = y0 := div_mul_cancel₀ _ hne
  have e2 : schemeII u y0 y * (u * y0) = y0 / y - 1 := by
    unfold schemeII
    exact div_mul_cancel₀ _ ha
  have hG : u * y0 * schemeII u y0 y * y = y0 - y := by linear_combination y * e2 + e1
  constructor
  · apply mul_left_cancel₀ ha
    linear_combination hG - y * h1 + y0 * h2
  · apply mul_left_cancel₀ ha
    linear_combination hG - y * h1 + y0 * h2
```

## Orbits of the first scheme

An orbit is a function `y : ℕ → ℝ` with \(y^{(n)}\) written `y n`; the start `y 0` and the bare propagator `y0` are different symbols, though their values may coincide. The theorem reads: if each term is \(F\) of the one before (`hstep`), no term sits at the pole (`hpole`), and \(y^{(0)}\ne y_-\) (`h0`), then \(w_{y_+,y_-}(y^{(n)})=k^n\,w_{y_+,y_-}(y^{(0)})\) for all \(n\ge0\) and \(y^{(n)}\to y_+\). The induction `hne` keeps the orbit off \(y_-\). The division of the two identities is done by cross-multiplying and cancelling \(1+ay^{(n)}\).

```lean
/-- An orbit of the first scheme that avoids the pole and does not start at `y₋` converges to
`y₊`, and its ratio `(y - y₊)/(y - y₋)` is `(y₊/y₋)ⁿ` times the first value. -/
theorem schemeI_tendsto (hu : 0 < u) (hy : 0 < y0) (y : ℕ → ℝ)
    (hstep : ∀ n, y (n + 1) = schemeI u y0 (y n)) (hpole : ∀ n, 1 + u * y0 * y n ≠ 0)
    (h0 : y 0 ≠ yMinus u y0) :
    (∀ n, distRatio (yPlus u y0) (yMinus u y0) (y n)
        = (yPlus u y0 / yMinus u y0) ^ n * distRatio (yPlus u y0) (yMinus u y0) (y 0)) ∧
      Tendsto y atTop (𝓝 (yPlus u y0)) := by
  obtain ⟨hm, hp, hk⟩ := roots_sign hu hy
  -- the orbit never lands on y₋
  have hne : ∀ n, y n ≠ yMinus u y0 := by
    intro n
    induction n with
    | zero => exact h0
    | succ n ih =>
      intro h
      have B := (schemeI_sub hu hy (hpole n)).2
      rw [← hstep n, h, sub_self, zero_mul] at B
      exact mul_ne_zero (neg_ne_zero.2 (mul_ne_zero (mul_pos hu hy).ne' hm.ne))
        (sub_ne_zero.2 ih) B.symm
  refine tendsto_of_distRatio (hm.trans hp).ne' hk hne fun n => ?_
  obtain ⟨A, B⟩ := schemeI_sub hu hy (hpole n)
  rw [← hstep n] at A B
  unfold distRatio
  rw [div_mul_div_comm, div_eq_div_iff (sub_ne_zero.2 (hne (n + 1)))
    (mul_ne_zero hm.ne (sub_ne_zero.2 (hne n)))]
  apply mul_left_cancel₀ (hpole n)
  linear_combination (yMinus u y0 * (y n - yMinus u y0)) * A
    - (yPlus u y0 * (y n - yPlus u y0)) * B
```

For a start \(z\ge0\) no condition on the orbit remains. Here `(schemeI u y0)^[n] z` is \(F\) applied \(n\) times, and `hnn` shows that all iterates are non-negative, which supplies `hpole` and `h0`.

```lean
/-- From any start `z ≥ 0` the iterates of the first scheme converge to `y₊`. -/
theorem schemeI_tendsto_of_nonneg (hu : 0 < u) (hy : 0 < y0) {z : ℝ} (hz : 0 ≤ z) :
    Tendsto (fun n => (schemeI u y0)^[n] z) atTop (𝓝 (yPlus u y0)) := by
  have step : ∀ x, 0 ≤ x → 0 ≤ schemeI u y0 x := by
    intro x hx
    unfold schemeI
    positivity
  have hnn : ∀ n, 0 ≤ (schemeI u y0)^[n] z := by
    intro n
    induction n with
    | zero => exact hz
    | succ n ih => rw [Function.iterate_succ_apply']; exact step _ ih
  refine (schemeI_tendsto hu hy (fun n => (schemeI u y0)^[n] z)
    (fun n => Function.iterate_succ_apply' _ n z) (fun n => ?_) ?_).2
  · exact (add_pos_of_pos_of_nonneg one_pos (mul_nonneg (mul_pos hu hy).le (hnn n))).ne'
  · show z ≠ yMinus u y0
    exact (lt_of_lt_of_le (roots_sign hu hy).1 hz).ne'
```

## Orbits of the second scheme

The roots exchange roles. With `hzero` (no term vanishes) and \(y^{(0)}\ne y_+\), the ratio \(w_{y_-,y_+}\) shrinks by the same \(k\) per step and \(y^{(n)}\to y_-\). The proof repeats the previous one with \(y^{(n)}\) as the cancelled factor. `hzero` is an assumption on the whole orbit; the file does not determine which positive starts satisfy it. By hand, since \(G\) inverts \(F\), the positive starts that violate it are exactly the points \(F^n(0)\) with \(n\ge1\), the first being \(y_0\).

```lean
/-- A never-zero orbit of the second scheme not starting at `y₊` converges to the root `y₋`, and its
ratio `(y - y₋)/(y - y₊)` is `(y₊/y₋)ⁿ` times the first value. -/
theorem schemeII_tendsto (hu : 0 < u) (hy : 0 < y0) (y : ℕ → ℝ)
    (hstep : ∀ n, y (n + 1) = schemeII u y0 (y n)) (hzero : ∀ n, y n ≠ 0)
    (h0 : y 0 ≠ yPlus u y0) :
    (∀ n, distRatio (yMinus u y0) (yPlus u y0) (y n)
        = (yPlus u y0 / yMinus u y0) ^ n * distRatio (yMinus u y0) (yPlus u y0) (y 0)) ∧
      Tendsto y atTop (𝓝 (yMinus u y0)) := by
  obtain ⟨hm, hp, hk⟩ := roots_sign hu hy
  -- the orbit never lands on y₊
  have hne : ∀ n, y n ≠ yPlus u y0 := by
    intro n
    induction n with
    | zero => exact h0
    | succ n ih =>
      intro h
      have A := (schemeII_sub hu hy (hzero n)).1
      rw [← hstep n, h, sub_self, zero_mul] at A
      exact mul_ne_zero hm.ne (sub_ne_zero.2 ih) A.symm
  refine tendsto_of_distRatio (hm.trans hp).ne hk hne fun n => ?_
  obtain ⟨A, B⟩ := schemeII_sub hu hy (hzero n)
  rw [← hstep n] at A B
  unfold distRatio
  rw [div_mul_div_comm, div_eq_div_iff (sub_ne_zero.2 (hne (n + 1)))
    (mul_ne_zero hm.ne (sub_ne_zero.2 (hne n)))]
  apply mul_left_cancel₀ (hzero n)
  linear_combination (yMinus u y0 * (y n - yPlus u y0)) * B
    - (yPlus u y0 * (y n - yMinus u y0)) * A
```

For every start \(z<0\) the hypothesis `hzero` is derived, because `step` shows that \(G\) preserves negativity. The second half shows that \(y_+\) is fixed by \(G\): the right side of its one-step identity vanishes and \(y_+\neq0\). A start at \(y_+\) therefore stays there.

```lean
/-- From any start `z < 0` the iterates of the second scheme never vanish and converge to `y₋`,
while the iterates started at `y₊` all equal `y₊`. -/
theorem schemeII_explicit_orbits (hu : 0 < u) (hy : 0 < y0) :
    (∀ z < 0, (∀ n, (schemeII u y0)^[n] z ≠ 0) ∧
        Tendsto (fun n => (schemeII u y0)^[n] z) atTop (𝓝 (yMinus u y0))) ∧
      ∀ n, (schemeII u y0)^[n] (yPlus u y0) = yPlus u y0 := by
  obtain ⟨_, hp, _⟩ := roots_sign hu hy
  have step : ∀ x, x < 0 → schemeII u y0 x < 0 := by
    intro x hx
    have h := div_neg_of_pos_of_neg hy hx
    unfold schemeII
    exact div_neg_of_neg_of_pos (by linarith) (mul_pos hu hy)
  constructor
  · intro z hz
    have hneg : ∀ n, (schemeII u y0)^[n] z < 0 := by
      intro n
      induction n with
      | zero => exact hz
      | succ n ih => rw [Function.iterate_succ_apply']; exact step _ ih
    refine ⟨fun n => (hneg n).ne, (schemeII_tendsto hu hy (fun n => (schemeII u y0)^[n] z)
      (fun n => Function.iterate_succ_apply' _ n z) (fun n => (hneg n).ne) ?_).2⟩
    show z ≠ yPlus u y0
    exact (hz.trans hp).ne
  · have A := (schemeII_sub hu hy hp.ne').1
    have h : (schemeII u y0 (yPlus u y0) - yPlus u y0) * yPlus u y0 = 0 := by
      linear_combination A
    exact Function.iterate_fixed (sub_eq_zero.1 ((mul_eq_zero.1 h).resolve_right hp.ne'))

end

end OnePointModelIteration
```

```lean
#print axioms OnePointModelIteration.dyson_iff
#print axioms OnePointModelIteration.schemeI_tendsto_of_nonneg
#print axioms OnePointModelIteration.schemeII_explicit_orbits
```

```
'OnePointModelIteration.dyson_iff' depends on axioms: [propext, Classical.choice, Quot.sound]
'OnePointModelIteration.schemeI_tendsto_of_nonneg' depends on axioms: [propext, Classical.choice, Quot.sound]
'OnePointModelIteration.schemeII_explicit_orbits' depends on axioms: [propext, Classical.choice, Quot.sound]
```

## Excluded starts, attraction and weak coupling

The examples and the limit below are worked by ordinary arithmetic and are not theorems of the file.

Take \(u=2\), \(y_0=1\), so \(y_+=\tfrac12\), \(y_-=-1\), \(k=-\tfrac12\), \(F(y)=1/(1+2y)\) and \(G(y)=(1/y-1)/2\). From \(0\), \(F\) gives \(1,\tfrac13,\tfrac35,\dots\), and the ratios, start included, are \(-\tfrac12,\tfrac14,-\tfrac18,\tfrac1{16}\). The excluded start \(-1\) has \(F(-1)=-1\) and never approaches \(y_+\).

The natural start \(y=y_0\) violates `hzero`, since \(G(y_0)=0\) for any \(u\). In the example \(w_{y_-,y_+}\) runs \(4,-2\), and the next value \(1\) corresponds to \(y=\infty\). Lean's convention \(y_0/0=0\) would return \(-\tfrac12\) instead, with ratio \(-\tfrac12\), which breaks the power law.

Without \(u>0\) convergence can fail altogether. For the attractive case \(u=-1\), \(y_0=1\), the discriminant \(1+4uy_0^2\) is \(-3\), no real root exists, and \(F(y)=1/(1-y)\) cycles as \(2\to-1\to\tfrac12\to2\) from a positive start.

As \(u\to0^+\) at fixed \(y_0\), \(y_+=2y_0/(1+\Delta)\to y_0\), while \(y_-\approx-1/(uy_0)\) diverges; this connection to the bare propagator is what the name physical refers to. The rate \(k=-(\Delta-1)/(\Delta+1)\) is close to \(-uy_0^2\) at weak coupling and approaches \(-1\) as \(uy_0^2\) grows, so both iterations slow down at strong coupling.
